# Preconditioning by a positive diagonal Ω removes its largest entry from the eigenvalue bounds of Ω + K when 0 ≤ K ≤ k

Take two orbital rotations with stiffnesses \(g>0\) and \(W\), and let a coupling \(k\ge 0\) with \(g+k\le W\) stiffen the softer one: the Hessian \(\mathrm{diag}(g+k,\,W)\) has condition number \(W/(g+k)\), which grows with \(W\). Dividing each row by its uncoupled stiffness gives \(\mathrm{diag}(1+k/g,\,1)\), and \(W\) has disappeared.

```lean
import Mathlib

open Matrix

namespace OrbitalHessianConditioning

noncomputable section

variable {n : Type*} [Fintype n] [DecidableEq n]

/-- The ratio of the largest to the smallest eigenvalue of a real symmetric matrix of
nonzero dimension; its domain is the matrices whose smallest eigenvalue is positive. -/
def conditionNumber (A : Matrix n n ℝ) : ℝ :=
  sSup (spectrum ℝ A) / sInf (spectrum ℝ A)

/-- The coupling matrix `K` is symmetric and satisfies `0 ≤ K ≤ k` as a quadratic form. -/
def CouplingBound (K : Matrix n n ℝ) (k : ℝ) : Prop :=
  K.IsSymm ∧ ∀ x : n → ℝ, 0 ≤ x ⬝ᵥ K *ᵥ x ∧ x ⬝ᵥ K *ᵥ x ≤ k * (x ⬝ᵥ x)

/-- The matrix `Ω + K` multiplied from the left by the inverse of `Ω = diag(ω)`, `1 + Ω⁻¹ K`; its
domain is the diagonals `ω` without a zero entry. -/
def preconditioned (ω : n → ℝ) (K : Matrix n n ℝ) : Matrix n n ℝ :=
  1 + (diagonal ω)⁻¹ * K

/-- A real number is in the spectrum of a matrix exactly when it has an eigenvector. -/
theorem mem_spectrum_iff (A : Matrix n n ℝ) (μ : ℝ) :
    μ ∈ spectrum ℝ A ↔ ∃ v : n → ℝ, v ≠ 0 ∧ A *ᵥ v = μ • v := by
  rw [spectrum.mem_iff, Matrix.isUnit_iff_isUnit_det, isUnit_iff_ne_zero, not_not,
    ← Matrix.exists_mulVec_eq_zero_iff, Algebra.algebraMap_eq_smul_one]
  simp only [Matrix.sub_mulVec, Matrix.smul_mulVec, Matrix.one_mulVec, sub_eq_zero]
  exact ⟨fun ⟨v, h, e⟩ => ⟨v, h, e.symm⟩, fun ⟨v, h, e⟩ => ⟨v, h, e.symm⟩⟩

/-- A symmetric matrix without negative eigenvalues has a nonnegative quadratic form. -/
theorem form_nonneg {B : Matrix n n ℝ} (hB : B.IsHermitian)
    (h : ∀ ν ∈ spectrum ℝ B, 0 ≤ ν) (x : n → ℝ) : 0 ≤ x ⬝ᵥ B *ᵥ x := by
  have hp : B.PosSemidef := hB.posSemidef_iff_eigenvalues_nonneg.2 (fun i => h _ (by
    rw [hB.spectrum_real_eq_range_eigenvalues]
    exact ⟨i, rfl⟩))
  simpa only [star_trivial] using hp.dotProduct_mulVec_nonneg x

/-- Rayleigh bounds: the quadratic form of a symmetric matrix lies between any lower and any
upper bound of its eigenvalues, times the squared length of the vector. -/
theorem rayleigh_bounds {A : Matrix n n ℝ} (hA : A.IsHermitian) {m M : ℝ}
    (hm : ∀ μ ∈ spectrum ℝ A, m ≤ μ) (hM : ∀ μ ∈ spectrum ℝ A, μ ≤ M) (x : n → ℝ) :
    m * (x ⬝ᵥ x) ≤ x ⬝ᵥ A *ᵥ x ∧ x ⬝ᵥ A *ᵥ x ≤ M * (x ⬝ᵥ x) := by
  have hT : Aᵀ = A := by
    rw [← Matrix.conjTranspose_eq_transpose_of_trivial]
    exact hA.eq
  -- both shifted matrices A - m and M - A have no negative eigenvalue
  have h1 := form_nonneg (B := A - m • 1)
    (by simp [Matrix.IsHermitian, hT]) (fun ν hν => by
      obtain ⟨v, hv, e⟩ := (mem_spectrum_iff _ _).1 hν
      rw [Matrix.sub_mulVec, Matrix.smul_mulVec, Matrix.one_mulVec] at e
      have := hm (m + ν) ((mem_spectrum_iff _ _).2
        ⟨v, hv, by linear_combination (norm := module) e⟩)
      linarith) x
  have h2 := form_nonneg (B := M • 1 - A)
    (by simp [Matrix.IsHermitian, hT]) (fun ν hν => by
      obtain ⟨v, hv, e⟩ := (mem_spectrum_iff _ _).1 hν
      rw [Matrix.sub_mulVec, Matrix.smul_mulVec, Matrix.one_mulVec] at e
      have := hM (M - ν) ((mem_spectrum_iff _ _).2
        ⟨v, hv, by linear_combination (norm := module) -e⟩)
      linarith) x
  simp only [Matrix.sub_mulVec, Matrix.smul_mulVec, Matrix.one_mulVec, dotProduct_sub,
    dotProduct_smul, smul_eq_mul] at h1 h2
  constructor <;> linarith

/-- The quadratic form of a diagonal matrix with entries in `[a, b]` lies between `a` and `b`
times the squared length of the vector. -/
theorem diagonal_form {ω : n → ℝ} {a b : ℝ} (h : ∀ i, a ≤ ω i ∧ ω i ≤ b) (x : n → ℝ) :
    a * (x ⬝ᵥ x) ≤ x ⬝ᵥ diagonal ω *ᵥ x ∧ x ⬝ᵥ diagonal ω *ᵥ x ≤ b * (x ⬝ᵥ x) := by
  simp only [dotProduct, Matrix.mulVec_diagonal, Finset.mul_sum]
  constructor <;> refine Finset.sum_le_sum fun i _ => ?_
  · nlinarith [mul_nonneg (sub_nonneg.2 (h i).1) (mul_self_nonneg (x i))]
  · nlinarith [mul_nonneg (sub_nonneg.2 (h i).2) (mul_self_nonneg (x i))]

omit [DecidableEq n] in
private theorem self_nonneg (x : n → ℝ) : 0 ≤ x ⬝ᵥ x :=
  Finset.sum_nonneg fun i _ => mul_self_nonneg (x i)

omit [DecidableEq n] in
private theorem self_pos {x : n → ℝ} (hx : x ≠ 0) : 0 < x ⬝ᵥ x :=
  lt_of_le_of_ne (self_nonneg x) fun h => hx (dotProduct_self_eq_zero.1 h.symm)

/-- For a diagonal `Ω` with smallest entry `g > 0` and largest entry `W`, and a symmetric
coupling `0 ≤ K ≤ k`, the condition number of `Ω + K` lies between `W/(g+k)` and `(W+k)/g`. -/
theorem conditionNumber_bounds {ω : n → ℝ} {K : Matrix n n ℝ} {g W k : ℝ} (hg : 0 < g)
    (hmin : IsLeast (Set.range ω) g) (hmax : IsGreatest (Set.range ω) W)
    (hK : CouplingBound K k) :
    W / (g + k) ≤ conditionNumber (diagonal ω + K) ∧
      conditionNumber (diagonal ω + K) ≤ (W + k) / g := by
  obtain ⟨i, hi⟩ := hmin.1
  obtain ⟨j, hj⟩ := hmax.1
  have hω : ∀ l, g ≤ ω l ∧ ω l ≤ W := fun l => ⟨hmin.2 ⟨l, rfl⟩, hmax.2 ⟨l, rfl⟩⟩
  have hA : (diagonal ω + K).IsHermitian := by
    rw [Matrix.IsHermitian, Matrix.conjTranspose_eq_transpose_of_trivial,
      Matrix.transpose_add, Matrix.diagonal_transpose, hK.1.eq]
  have hr := hA.spectrum_real_eq_range_eigenvalues
  have hfin : (spectrum ℝ (diagonal ω + K)).Finite := by
    rw [hr]; exact Set.finite_range _
  have hne : (spectrum ℝ (diagonal ω + K)).Nonempty := by
    rw [hr]; exact ⟨_, i, rfl⟩
  -- every eigenvalue lies in [g, W + k]
  have hbd : ∀ μ ∈ spectrum ℝ (diagonal ω + K), g ≤ μ ∧ μ ≤ W + k := by
    intro μ hμ
    obtain ⟨v, hv, e⟩ := (mem_spectrum_iff _ _).1 hμ
    have e' := congrArg (fun w => v ⬝ᵥ w) e
    simp only [Matrix.add_mulVec, dotProduct_add, dotProduct_smul, smul_eq_mul] at e'
    have hd := diagonal_form hω v
    have hk := hK.2 v
    constructor <;> refine le_of_mul_le_mul_right ?_ (self_pos hv) <;> linarith
  have hm := hbd _ (hne.csInf_mem hfin)
  have hM := hbd _ (hne.csSup_mem hfin)
  -- the coordinate vectors of the smallest and the largest entry of ω are trial vectors
  have ray := rayleigh_bounds hA (fun μ h => csInf_le hfin.bddBelow h)
    (fun μ h => le_csSup hfin.bddAbove h)
  have r1 := (ray (Pi.single i 1)).1
  have r2 := (ray (Pi.single j 1)).2
  have k1 := (hK.2 (Pi.single i 1)).2
  have k2 := (hK.2 (Pi.single j 1)).1
  have one : ∀ l : n, (Pi.single l 1 : n → ℝ) ⬝ᵥ Pi.single l 1 = 1 := fun l => by simp
  have dia : ∀ l : n, (Pi.single l 1 : n → ℝ) ⬝ᵥ diagonal ω *ᵥ Pi.single l 1 = ω l :=
    fun l => by rw [single_one_dotProduct, Matrix.mulVec_diagonal]; simp
  rw [Matrix.add_mulVec, dotProduct_add, dia, one] at r1 r2
  rw [one] at k1
  have hW : g ≤ W := hj ▸ (hω j).1
  unfold conditionNumber
  exact ⟨div_le_div₀ (by linarith) (by linarith) (by linarith) (by linarith),
    div_le_div₀ (by linarith) hM.2 hg hm.1⟩

/-- For a diagonal `Ω` with all entries at least `g > 0` and a symmetric coupling `0 ≤ K ≤ k`,
every complex eigenvalue of `1 + Ω⁻¹ K` is real and lies in `[1, 1 + k/g]`. -/
theorem preconditioned_eigenvalue {ω : n → ℝ} {K : Matrix n n ℝ} {g k : ℝ} (hg : 0 < g)
    (hω : ∀ i, g ≤ ω i) (hK : CouplingBound K k) {μ : ℂ} {z : n → ℂ} (hz : z ≠ 0)
    (h : (preconditioned ω K).map Complex.ofReal *ᵥ z = μ • z) :
    μ.im = 0 ∧ 1 ≤ μ.re ∧ μ.re ≤ 1 + k / g := by
  have hP : diagonal ω * preconditioned ω K = diagonal ω + K := by
    have hu : IsUnit (diagonal ω).det := by
      rw [Matrix.det_diagonal, isUnit_iff_ne_zero]
      exact Finset.prod_ne_zero_iff.2 fun i _ => (hg.trans_le (hω i)).ne'
    rw [preconditioned, mul_add, mul_one, ← mul_assoc, Matrix.mul_nonsing_inv _ hu, one_mul]
  generalize preconditioned ω K = P at h hP
  -- real and imaginary parts of the eigenvector
  obtain ⟨x, hx⟩ : ∃ x : n → ℝ, x = fun i => (z i).re := ⟨_, rfl⟩
  obtain ⟨y, hy⟩ : ∃ y : n → ℝ, y = fun i => (z i).im := ⟨_, rfl⟩
  have ex : P *ᵥ x = μ.re • x - μ.im • y := by
    ext i
    have := congrArg Complex.re (congrFun h i)
    simpa [hx, hy, Matrix.mulVec, dotProduct, Complex.re_sum] using this
  have ey : P *ᵥ y = μ.re • y + μ.im • x := by
    ext i
    have := congrArg Complex.im (congrFun h i)
    simpa [hx, hy, Matrix.mulVec, dotProduct, Complex.im_sum] using this
  have fx := congrArg (fun w => diagonal ω *ᵥ w) ex
  have fy := congrArg (fun w => diagonal ω *ᵥ w) ey
  simp only [Matrix.mulVec_mulVec, hP, Matrix.add_mulVec, Matrix.mulVec_sub,
    Matrix.mulVec_add, Matrix.mulVec_smul] at fx fy
  have xx := congrArg (fun w => x ⬝ᵥ w) fx
  have yx := congrArg (fun w => y ⬝ᵥ w) fx
  have xy := congrArg (fun w => x ⬝ᵥ w) fy
  have yy := congrArg (fun w => y ⬝ᵥ w) fy
  simp only [dotProduct_add, dotProduct_sub, dotProduct_smul, smul_eq_mul] at xx yx xy yy
  have sym : ∀ B : Matrix n n ℝ, B.IsSymm → x ⬝ᵥ B *ᵥ y = y ⬝ᵥ B *ᵥ x := fun B hB => by
    rw [Matrix.dotProduct_mulVec, ← Matrix.mulVec_transpose, hB.eq, dotProduct_comm]
  have sK := sym K hK.1
  have sΩ := sym (diagonal ω) (Matrix.diagonal_transpose ω)
  have low : ∀ v : n → ℝ, g * (v ⬝ᵥ v) ≤ v ⬝ᵥ diagonal ω *ᵥ v := fun v => by
    simp only [dotProduct, Matrix.mulVec_diagonal, Finset.mul_sum]
    refine Finset.sum_le_sum fun i _ => ?_
    nlinarith [mul_nonneg (sub_nonneg.2 (hω i)) (mul_self_nonneg (v i))]
  have hN : 0 < x ⬝ᵥ x + y ⬝ᵥ y := by
    by_cases h0 : x = 0
    · have : y ≠ 0 := fun h1 => hz (funext fun i => Complex.ext
        (by simpa [hx] using congrFun h0 i) (by simpa [hy] using congrFun h1 i))
      linarith [self_nonneg x, self_pos this]
    · linarith [self_pos h0, self_nonneg y]
  obtain ⟨S, hS⟩ : ∃ S, S = x ⬝ᵥ diagonal ω *ᵥ x + y ⬝ᵥ diagonal ω *ᵥ y := ⟨_, rfl⟩
  obtain ⟨Q, hQ⟩ : ∃ Q, Q = x ⬝ᵥ K *ᵥ x + y ⬝ᵥ K *ᵥ y := ⟨_, rfl⟩
  have hSg : g * (x ⬝ᵥ x + y ⬝ᵥ y) ≤ S := by linarith [low x, low y]
  have hSpos : 0 < S := (mul_pos hg hN).trans_le hSg
  have hQ0 : 0 ≤ Q := by linarith [(hK.2 x).1, (hK.2 y).1]
  have hQk : Q ≤ k * (x ⬝ᵥ x + y ⬝ᵥ y) := by linarith [(hK.2 x).2, (hK.2 y).2]
  have hk : 0 ≤ k := nonneg_of_mul_nonneg_left (hQ0.trans hQk) hN
  -- the two scalar relations of the generalized eigenvalue problem
  have him : μ.im * S = 0 := by
    rw [hS]; linear_combination yx - xy + sK + (1 - μ.re) * sΩ
  have hre : μ.re - 1 = Q / S := by
    rw [eq_div_iff hSpos.ne', hS, hQ]
    linear_combination -xx - yy + μ.im * sΩ
  have hle : Q / S ≤ k / g := by
    rw [div_le_div_iff₀ hSpos hg]
    nlinarith [mul_le_mul_of_nonneg_left hSg hk, mul_le_mul_of_nonneg_left hQk hg.le]
  exact ⟨(mul_eq_zero.1 him).resolve_right hSpos.ne',
    by linarith [div_nonneg hQ0 hSpos.le], by linarith⟩

/-- A diagonal two-level Hessian with entries `0 < g ≤ W` has condition number `W/g`. -/
theorem conditionNumber_two_level {g W : ℝ} (hg : 0 < g) (hW : g ≤ W) :
    conditionNumber (diagonal ![g, W]) = W / g := by
  have h := conditionNumber_bounds (ω := ![g, W]) (K := 0) (k := 0) hg
    ⟨⟨0, rfl⟩, by rintro _ ⟨i, rfl⟩; fin_cases i <;> simp [hW]⟩
    ⟨⟨1, rfl⟩, by rintro _ ⟨i, rfl⟩; fin_cases i <;> simp [hW]⟩
    ⟨Matrix.transpose_zero, fun x => by simp⟩
  simp only [add_zero] at h
  exact le_antisymm h.2 h.1

/-- For `Ω = diag(g, W)` with `g > 0`, `k ≥ 0` and `g + k ≤ W`, the couplings `diag(0, k)` and
`diag(k, 0)` obey `0 ≤ K ≤ k` and give `Ω + K` the condition numbers `(W+k)/g` and `W/(g+k)`;
with the second, `1 + Ω⁻¹ K` has the eigenvalue `1 + k/g`. -/
theorem bounds_sharp {g W k : ℝ} (hg : 0 < g) (hk : 0 ≤ k) (hW : g + k ≤ W) :
    (CouplingBound (diagonal ![0, k]) k ∧
      conditionNumber (diagonal ![g, W] + diagonal ![0, k]) = (W + k) / g) ∧
    (CouplingBound (diagonal ![k, 0]) k ∧
      conditionNumber (diagonal ![g, W] + diagonal ![k, 0]) = W / (g + k)) ∧
    preconditioned ![g, W] (diagonal ![k, 0]) *ᵥ ![1, 0] = (1 + k / g) • ![1, 0] := by
  have hc : ∀ d : Fin 2 → ℝ, (∀ i, 0 ≤ d i ∧ d i ≤ k) → CouplingBound (diagonal d) k :=
    fun d hd => ⟨Matrix.diagonal_transpose d, fun x => by
      simpa only [zero_mul] using diagonal_form hd x⟩
  have e1 : diagonal ![g, W] + diagonal ![0, k] = diagonal ![g, W + k] := by
    ext i j; fin_cases i <;> fin_cases j <;> simp
  have e2 : diagonal ![g, W] + diagonal ![k, 0] = diagonal ![g + k, W] := by
    ext i j; fin_cases i <;> fin_cases j <;> simp
  have hW0 : W ≠ 0 := by linarith
  have hinv : (diagonal ![g, W])⁻¹ = diagonal ![g⁻¹, W⁻¹] := by
    apply Matrix.inv_eq_right_inv
    ext i j
    fin_cases i <;> fin_cases j <;> simp [hg.ne', hW0]
  refine ⟨⟨hc _ fun i => by fin_cases i <;> simp [hk], ?_⟩,
    ⟨hc _ fun i => by fin_cases i <;> simp [hk], ?_⟩, ?_⟩
  · rw [e1, conditionNumber_two_level hg (by linarith)]
  · rw [e2, conditionNumber_two_level (by linarith) hW]
  · rw [preconditioned, hinv, Matrix.diagonal_mul_diagonal, Matrix.add_mulVec,
      Matrix.one_mulVec]
    ext i
    fin_cases i <;> simp [div_eq_inv_mul]

end

end OrbitalHessianConditioning
```

```lean
#print axioms OrbitalHessianConditioning.preconditioned_eigenvalue
#print axioms OrbitalHessianConditioning.bounds_sharp
```

```
'OrbitalHessianConditioning.preconditioned_eigenvalue' depends on axioms: [propext, Classical.choice, Quot.sound]
'OrbitalHessianConditioning.bounds_sharp' depends on axioms: [propext, Classical.choice, Quot.sound]
```

## Two bounds, only one of which contains W

Let \(\Omega=\mathrm{diag}(\omega)\) be a real diagonal matrix with smallest entry \(g>0\) and largest entry \(W\). Let \(K\) be a real symmetric matrix with \(0\le x\cdot Kx\le k\,x\cdot x\) for every real vector \(x\). The theorem `conditionNumber_bounds` states that
\[
\frac{W}{g+k}\;\le\;\kappa(\Omega+K)\;\le\;\frac{W+k}{g},
\]
where \(\kappa\) is the largest eigenvalue divided by the smallest. In Lean this is `conditionNumber`, the supremum of the real spectrum over its infimum. The hypotheses `IsLeast` and `IsGreatest` say that \(g\) and \(W\) are attained as entries of \(\omega\), and `CouplingBound K k` holds the symmetry and the two inequalities for \(K\).

The theorem `preconditioned_eigenvalue` concerns \(1+\Omega^{-1}K\), written `preconditioned ω K` with the matrix inverse of \(\Omega\). This matrix is in general not symmetric, so real eigenvalues have to be proved. The theorem therefore takes a complex number \(\mu\) and a nonzero complex vector \(z\) with \((1+\Omega^{-1}K)z=\mu z\), and concludes that
\[
\operatorname{Im}\mu=0,\qquad 1\le\operatorname{Re}\mu\le 1+\frac{k}{g}.
\]
Its only hypothesis on the diagonal is that every entry is at least \(g\); no upper limit on \(\omega\) appears.

The theorem `bounds_sharp` shows with two-level examples that both condition-number bounds and the upper eigenvalue bound are attained whenever \(g+k\le W\).

## Orbital rotations, gap and coupling

In direct minimization of an electronic energy, the entries of \(\Omega\) stand for the differences between empty and occupied orbital energies, up to a common factor. The smallest, \(g\), is the gap times that factor. The largest, \(W\), rises as the kinetic-energy cutoff of the basis is raised; below, a large cutoff means a large \(W\). The matrix \(K\) stands for the change in the effective potential when the orbitals rotate, and \(k\) limits the curvature that this response can add along any unit rotation.

For this finite, real quadratic model of the energy near a minimum, the result separates the ill-conditioning caused by a large basis, which the diagonal preconditioner removes, from that caused by a small gap, which can remain.

The form of the Hessian and the bounds on \(K\) are assumed, not derived from an energy functional. Hartree repulsion contributes a nonnegative term to \(K\), but an attractive exchange-correlation response can violate \(0\le K\). The eigenvalue bound stays the same as the basis grows only if \(k/g\) does, which is a further assumption. Finally, the second theorem bounds eigenvalues; it does not bound the ratio of singular values of the nonsymmetric matrix \(1+\Omega^{-1}K\).

## Trial vectors bound the condition number

Let \((\Omega+K)v=\lambda v\) with \(v\ne0\). Taking the dot product with \(v\) gives
\[
\lambda\,v\cdot v=v\cdot\Omega v+v\cdot Kv .
\]
The first term on the right lies between \(g\,v\cdot v\) and \(W\,v\cdot v\), the second between \(0\) and \(k\,v\cdot v\). Hence \(g\le\lambda\le W+k\) for every eigenvalue, which gives the upper bound on \(\kappa\).

For the lower bound, choose \(i\) with \(\omega_i=g\) and \(j\) with \(\omega_j=W\), and use the coordinate vectors \(e_i\) and \(e_j\) as trial vectors. The Rayleigh principle gives
\[
\lambda_{\min}\le g+K_{ii}\le g+k,\qquad
\lambda_{\max}\ge W+K_{jj}\ge W .
\]
Since \(\lambda_{\min}\ge g>0\), division yields \(\kappa\ge W/(g+k)\).

In the file, `mem_spectrum_iff` translates between spectral values and eigenvectors, and `diagonal_form` bounds \(v\cdot\Omega v\). The Rayleigh principle is `rayleigh_bounds`: the matrices \(A-m\) and \(M-A\) have no negative eigenvalues when \(m\) and \(M\) bound the spectrum of \(A\), so `form_nonneg` makes their quadratic forms nonnegative. In the main proof, `hbd` is the interval \([g,W+k]\), and `r1` and `r2` are the two trial-vector inequalities. The spectrum is finite and nonempty, so its supremum and infimum are themselves eigenvalues.

## Multiplying by Ω restores the symmetry

Multiply \((1+\Omega^{-1}K)z=\mu z\) by \(\Omega\) to obtain \((\Omega+K)z=\mu\,\Omega z\), in which both matrices are symmetric. Write \(z=x+\mathrm{i}y\) and \(\mu=a+\mathrm{i}b\) with real parts and imaginary parts separated:
\[
\begin{aligned}
\Omega x+Kx&=a\,\Omega x-b\,\Omega y,\\
\Omega y+Ky&=a\,\Omega y+b\,\Omega x .
\end{aligned}
\]
Define
\[
S=x\cdot\Omega x+y\cdot\Omega y,\quad
Q=x\cdot Kx+y\cdot Ky,\quad
N=x\cdot x+y\cdot y .
\]
Dot the first equation with \(x\) and the second with \(y\), and add. The terms in \(b\) cancel because \(\Omega\) is symmetric, leaving \(S+Q=aS\), or \((a-1)S=Q\).

Now dot the first equation with \(y\) and the second with \(x\), and subtract the first result from the second. The mixed terms cancel by the symmetry of \(\Omega\) and \(K\), leaving \(0=bS\).

Because \(z\ne0\), we have \(N>0\), and so \(S\ge gN>0\). Therefore \(b=0\). The coupling bound gives \(0\le Q\le kN\), which also forces \(k\ge0\), and
\[
0\le a-1=\frac{Q}{S}\le\frac{kN}{gN}=\frac{k}{g}.
\]

The Lean proof follows the same path. `hP` is the multiplication by \(\Omega\), `ex` and `ey` are the real and imaginary parts of the eigenvalue equation, and `xx`, `yx`, `xy` and `yy` are the four dot products. The `linear_combination` steps in `him` and `hre` perform the two cancellations, and `hle` is the final estimate.

## No coupling, large cutoff, small gap

For \(K=0\) one may take \(k=0\). Both condition-number bounds then equal \(W/g\), and the preconditioned matrix is the identity. The two-level form of this case is `conditionNumber_two_level`, from which `bounds_sharp` obtains its condition numbers by shifting one diagonal entry by \(k\).

With \(g\) and \(k\) fixed and \(W\to\infty\), the lower bound forces \(\kappa(\Omega+K)\) to diverge, while the preconditioned eigenvalues stay in \([1,1+k/g]\). With \(k>0\) fixed and \(g\to0\), that interval becomes unbounded, and in the opening example the eigenvalue \(1+k/g\) grows with it.
